# Linearity of the polar-angle integral for polynomials in cos θ

For a real polynomial $p$ in $x = \cos\theta$, `angular p` is the integral of $p(x)$ over $[-1,1]$, which is the polar part of an integral over the sphere, without the azimuthal factor $2\pi$. The theorem `angular_add_C_mul` says that for real polynomials $p$, $q$ and a real constant $c$, the integral of $p + cq$ equals the integral of $p$ plus $c$ times the integral of $q$. The attempt unfolds the definition and evaluates the polynomials pointwise. It then splits the integral of the sum, using continuity for integrability, and takes the constant outside.

The first attempt, which Lean rejects:

```lean
import Mathlib

open Polynomial

namespace AngularAddCMul

noncomputable section

/-- The integral of a polynomial in x = cos θ over [-1,1]. -/
def angular (p : ℝ[X]) : ℝ := ∫ x in (-1 : ℝ)..1, p.eval x

/-- The angular integral is linear. -/
theorem angular_add_C_mul (p q : ℝ[X]) (c : ℝ) :
    angular (p + C c * q) = angular p + c * angular q := by
  unfold angular
  simp only [eval_add, eval_mul, eval_C]
  rw [intervalIntegral.integral_add (p.continuous.intervalIntegrable _ _)
    ((continuous_const.mul q.continuous).intervalIntegrable _ _),
    intervalIntegral.integral_const_mul]

end

end AngularAddCMul
```

Lean reports:

```
Main.lean:17:6: error: Tactic `rewrite` failed: Did not find an occurrence of the pattern
  ∫ (x : ℝ) in ?m.67..?m.68, eval x p + ((fun x => ?m.49) * fun x => eval x q) x ∂?m.64
in the target expression
  ∫ (x : ℝ) in -1..1, eval x p + c * eval x q = (∫ (x : ℝ) in -1..1, eval x p) + c * ∫ (x : ℝ) in -1..1, eval x q

p q : ℝ[X]
c : ℝ
⊢ ∫ (x : ℝ) in -1..1, eval x p + c * eval x q = (∫ (x : ℝ) in -1..1, eval x p) + c * ∫ (x : ℝ) in -1..1, eval x q
```

As a diff, the version that Lean accepts:

```diff
@@ -13,9 +13,9 @@
 theorem angular_add_C_mul (p q : ℝ[X]) (c : ℝ) :
     angular (p + C c * q) = angular p + c * angular q := by
+  have hq : Continuous fun x => c * q.eval x := continuous_const.mul q.continuous
   unfold angular
   simp only [eval_add, eval_mul, eval_C]
   rw [intervalIntegral.integral_add (p.continuous.intervalIntegrable _ _)
-    ((continuous_const.mul q.continuous).intervalIntegrable _ _),
-    intervalIntegral.integral_const_mul]
+    (hq.intervalIntegrable _ _), intervalIntegral.integral_const_mul]
 
 end
```

What went wrong. The error says that `rw` could not find the left-hand side of `intervalIntegral.integral_add` in the goal. The lemma takes its two integrands from the integrability proofs supplied to it. The second proof, built from `continuous_const.mul q.continuous`, describes its integrand as a product of two functions, so the pattern contains `((fun x => ?m.49) * fun x => eval x q) x`. The goal has the pointwise product `c * eval x q` instead. The two agree by definition once the product of functions is unfolded at `x`, but the search made by `rw` does not do that unfolding here.

The repair first states the continuity as `hq`, for the function `fun x => c * q.eval x`. Lean accepts the same proof for this statement, because checking it against the stated type does allow the unfolding. With `hq.intervalIntegrable _ _` as the second argument, the pattern has `c * eval x q`, as the goal does, and the rewrite succeeds. The step with `intervalIntegral.integral_const_mul` is unchanged; it has only moved to another line.
